# The phase-space propagator of uncoupled unit-frequency oscillators is cos t + (sin t) J

For finitely many degrees of freedom, with positions listed before momenta, `flow_one` states that the real matrix exp(t J S) with S = 1 equals cos t times the identity plus sin t times J, for every real t. In physics this is the classical propagator of uncoupled harmonic oscillators of unit mass and unit frequency, for which q′ = p and p′ = −q. The attempt first shows that the product (cos t − (sin t) J) exp(tJ) has zero derivative, so that it keeps its value at t = 0, which is 1. It then multiplies on the left by cos t + (sin t) J, the inverse of the first factor, to isolate the exponential.

An attempt in Lean 4 with a fault in it:

```lean
import Mathlib

open Matrix

namespace FlowOne

noncomputable section

/-- Real matrices acting on phase space, with positions first and momenta second. -/
abbrev PhaseMatrix (n : Type*) := Matrix (n ⊕ n) (n ⊕ n) ℝ

variable {n : Type*} [Fintype n] [DecidableEq n]

/-- The canonical symplectic matrix `J`, with blocks `0, 1, -1, 0`. -/
def J (n : Type*) [DecidableEq n] : PhaseMatrix n := fromBlocks 0 1 (-1) 0

/-- The propagator `exp(t J S)`. -/
def flow (S : PhaseMatrix n) (t : ℝ) : PhaseMatrix n := NormedSpace.exp (t • (J n * S))

/-- The symplectic matrix squares to minus the identity. -/
theorem J_mul_J : J n * J n = -1 := by
  rw [J, fromBlocks_multiply, ← fromBlocks_one, fromBlocks_neg]
  simp

/-- For `S = 1` the propagator is `cos t + (sin t) J`. -/
theorem flow_one (t : ℝ) :
    flow (1 : PhaseMatrix n) t = Real.cos t • (1 : PhaseMatrix n) + Real.sin t • J n := by
  have alg : ∀ (u : ℝ) (E : PhaseMatrix n),
      ((-Real.sin u) • (1 : PhaseMatrix n) - Real.cos u • J n) * E
        + (Real.cos u • (1 : PhaseMatrix n) - Real.sin u • J n) * (J n * E) = 0 := by
    intro u E
    rw [← mul_assoc, ← add_mul]
    refine mul_eq_zero_of_left ?_ _
    simp only [sub_mul, smul_mul_assoc, one_mul, J_mul_J]
    module
  -- the backward rotation times the exponential does not change in time
  have hconst : (Real.cos t • (1 : PhaseMatrix n) - Real.sin t • J n)
      * NormedSpace.exp (t • J n) =
      (Real.cos 0 • (1 : PhaseMatrix n) - Real.sin 0 • J n)
      * NormedSpace.exp ((0 : ℝ) • J n) := by
    let _ : NormedRing (PhaseMatrix n) := Matrix.linftyOpNormedRing
    let _ : NormedAlgebra ℝ (PhaseMatrix n) := Matrix.linftyOpNormedAlgebra
    have key : ∀ u : ℝ, HasDerivAt (fun u : ℝ =>
        (Real.cos u • (1 : PhaseMatrix n) - Real.sin u • J n)
        * NormedSpace.exp (u • J n)) 0 u := by
      intro u
      have hG := ((Real.hasDerivAt_cos u).smul_const (1 : PhaseMatrix n)).fun_sub
        ((Real.hasDerivAt_sin u).smul_const (J n))
      exact (hG.fun_mul (hasDerivAt_exp_smul_const' (J n) u)).congr_deriv (alg u _)
    exact is_const_of_deriv_eq_zero (fun u => (key u).differentiableAt)
      (fun u => (key u).deriv) t 0
  simp only [Real.cos_zero, Real.sin_zero, zero_smul, one_smul, sub_zero, one_mul,
    NormedSpace.exp_zero] at hconst
  have hinv : (Real.cos t • (1 : PhaseMatrix n) + Real.sin t • J n)
      * (Real.cos t • (1 : PhaseMatrix n) - Real.sin t • J n) = 1 := by
    simp only [add_mul, mul_sub, smul_mul_assoc, mul_smul_comm, one_mul, mul_one, J_mul_J]
    linear_combination (norm := module) Real.sin_sq_add_cos_sq t • (1 : PhaseMatrix n)
  rw [flow, mul_one, ← one_mul (NormedSpace.exp (t • J n)), ← hinv, mul_assoc, hconst, mul_one]

end

end FlowOne
```

The error:

```
Main.lean:27:88: error: unsolved goals
n : Type u_1
inst✝¹ : Fintype n
inst✝ : DecidableEq n
t : ℝ
alg :
  ∀ (u : ℝ) (E : PhaseMatrix n),
    (-Real.sin u • 1 - Real.cos u • J n) * E + (Real.cos u • 1 - Real.sin u • J n) * (J n * E) = 0
hconst : (Real.cos t • 1 - Real.sin t • J n) * NormedSpace.exp (t • J n) = 1
hinv : (Real.cos t • 1 + Real.sin t • J n) * (Real.cos t • 1 - Real.sin t • J n) = 1
⊢ Real.cos t • 1 + Real.sin t • J n =
    Real.cos t • ((Real.cos t • 1 + Real.sin t • J n) * (Real.cos t • 1 - Real.sin t • J n)) + Real.sin t • J n
```

The error is an unsolved goal left by the final `rw`; `hconst` and `hinv` are already proved and stand in the context. The step `← one_mul (NormedSpace.exp (t • J n))` puts a factor 1 before the exponential, and `← hinv` is meant to expand that factor into the product of the two rotations. But `rw` replaces every instance of its pattern, here the identity matrix, and the right-hand side contains one too, in `Real.cos t • 1`. The left side then reduces as planned to `Real.cos t • 1 + Real.sin t • J n`, while the right side keeps the product inside its cosine term, so the closing `rfl` fails.

The repair keeps `rw [flow, mul_one]` and writes the intermediate product out in a `calc`. Its first step uses `hinv` forwards, turning the product into 1, so no identity matrix is expanded. The second applies `mul_assoc`, `hconst` and `mul_one` as before, now with the right-hand side intact.

Fix (accepted with no message):

```diff
@@ -56,5 +56,11 @@
     simp only [add_mul, mul_sub, smul_mul_assoc, mul_smul_comm, one_mul, mul_one, J_mul_J]
     linear_combination (norm := module) Real.sin_sq_add_cos_sq t • (1 : PhaseMatrix n)
-  rw [flow, mul_one, ← one_mul (NormedSpace.exp (t • J n)), ← hinv, mul_assoc, hconst, mul_one]
+  rw [flow, mul_one]
+  calc NormedSpace.exp (t • J n)
+      = ((Real.cos t • (1 : PhaseMatrix n) + Real.sin t • J n)
+        * (Real.cos t • (1 : PhaseMatrix n) - Real.sin t • J n))
+        * NormedSpace.exp (t • J n) := by rw [hinv, one_mul]
+    _ = Real.cos t • (1 : PhaseMatrix n) + Real.sin t • J n := by
+      rw [mul_assoc, hconst, mul_one]
 
 end
```
